# The fermionic fourth cumulant is additive over independent anticommuting fields

Let $a_0,\dots,a_3$ and $b_0,\dots,b_3$ be two families of operators and $\omega$ a linear expectation functional. Suppose that every $a_i$ anticommutes with every $b_j$, that $\omega$ factorizes on a product of $a$'s followed by a product of $b$'s, and that $\omega$ vanishes on products of an odd number of $b$'s. Then

$$\kappa(a+b)=\kappa(a)+\kappa(b),$$

where, for a family $X=(X_0,X_1,X_2,X_3)$,

$$\kappa(X)=\omega(X_0X_1X_2X_3)-\omega(X_0X_1)\,\omega(X_2X_3)+\omega(X_0X_2)\,\omega(X_1X_3)-\omega(X_0X_3)\,\omega(X_1X_2).$$

In electronic structure, this is the algebra behind the additivity of two-particle cumulants over fragments, here for four-point functions and fragments that are uncorrelated in the sense just stated.

## Fields, words and the cumulant

The operators live in an algebra $R$ over a commutative ring $K$ of scalars. For quantum mechanics one takes $K=\mathbb C$ and $R$ an operator algebra, but the argument needs neither an adjoint nor a Hilbert space.

```lean
import Mathlib

open Matrix

namespace FermionicFourthCumulant

noncomputable section

variable {K R : Type*} [CommRing K] [Ring R] [Algebra K R]
```

A word is an ordered product such as $X_2X_0X_2$, given by its list of indices. Repetitions are allowed, and the empty list gives the identity.

```lean
/-- The ordered product of the field operators `X i` along a list of indices. -/
def word (X : Fin 4 → R) (l : List (Fin 4)) : R := (l.map X).prod
```

The cumulant subtracts from the four-point function its three pairings, each with the sign of the permutation that brings the partners together. The functional `ω` is only required to be $K$-linear; positivity and $\omega(1)=1$ are not assumed.

```lean
/-- The four-point function minus its three signed pairings into two-point functions. -/
def fourthCumulant (ω : R →ₗ[K] K) (X : Fin 4 → R) : K :=
  ω (X 0 * X 1 * X 2 * X 3) - ω (X 0 * X 1) * ω (X 2 * X 3)
    + ω (X 0 * X 2) * ω (X 1 * X 3) - ω (X 0 * X 3) * ω (X 1 * X 2)
```

## Independence with anticommutation

Physically, $a$ and $b$ may be fields on two separate sets of fermionic modes, and $\omega$ a product state whose second factor has definite fermion parity. The three conditions are

$$a_ib_j=-b_ja_i,\qquad \omega(xy)=\omega(x)\,\omega(y),\qquad \omega(y)=0\ \text{ for odd } y,$$

with $x$ any word in the $a$'s and $y$ any word in the $b$'s. They are the fields `anticomm`, `factor` and `odd` of the structure below. Nothing is required of the relations within one family, so canonical anticommutation relations are allowed but not needed. Odd words in $a$ may have nonzero expectation values: every mixed term with an odd number of $a$'s in a two- or four-point function also has an odd number of $b$'s, and that is enough to remove it.

```lean
/-- Two families of fields anticommute with each other, expectation values of a word in `a`
times a word in `b` factorize, and odd words in `b` have expectation value zero. -/
structure FermiIndependent (ω : R →ₗ[K] K) (a b : Fin 4 → R) : Prop where
  anticomm : ∀ i j, a i * b j = -(b j * a i)
  factor : ∀ l m, ω (word a l * word b m) = ω (word a l) * ω (word b m)
  odd : ∀ m : List (Fin 4), Odd m.length → ω (word b m) = 0
```

## Zero cumulant and Wick's formula

Moving the pairings to the other side of $\kappa(X)=0$ gives

$$\omega(X_0X_1X_2X_3)=\omega(X_0X_1)\,\omega(X_2X_3)-\omega(X_0X_2)\,\omega(X_1X_3)+\omega(X_0X_3)\,\omega(X_1X_2).$$

This is Wick's formula for one ordered set of four fields. It is a condition on $\omega$ and $X$, and it says nothing about higher correlation functions. Both directions of the equivalence are the same linear rearrangement.

```lean
/-- The fourth cumulant vanishes exactly when the four-point function is given by
Wick's formula. -/
theorem fourthCumulant_eq_zero_iff (ω : R →ₗ[K] K) (X : Fin 4 → R) :
    fourthCumulant ω X = 0 ↔
      ω (X 0 * X 1 * X 2 * X 3) = ω (X 0 * X 1) * ω (X 2 * X 3)
        - ω (X 0 * X 2) * ω (X 1 * X 3) + ω (X 0 * X 3) * ω (X 1 * X 2) := by
  unfold fourthCumulant
  constructor <;> intro h <;> linear_combination h
```

## Two-point functions add

Expand the product and move $a_j$ to the left of $b_i$:

$$(a_i+b_i)(a_j+b_j)=a_ia_j+b_ib_j+a_ib_j-a_jb_i.$$

The mixed terms vanish, since $\omega(a_ib_j)=\omega(a_i)\,\omega(b_j)=0$. Hence

$$\omega\big((a_i+b_i)(a_j+b_j)\big)=\omega(a_ia_j)+\omega(b_ib_j).$$

In the proof, `f11` is the vanishing of the mixed terms, obtained from one-letter words, and `e` is the expansion. Linearity of `ω` then gives the result.

```lean
/-- Two-point functions of independent anticommuting families add. -/
theorem two_point_add {ω : R →ₗ[K] K} {a b : Fin 4 → R}
    (h : FermiIndependent ω a b) (i j : Fin 4) :
    ω ((a i + b i) * (a j + b j)) = ω (a i * a j) + ω (b i * b j) := by
  -- mixed two-point functions vanish
  have f11 : ∀ i j, ω (a i * b j) = 0 := by
    intro i j
    have f := h.factor [i] [j]
    have o := h.odd [j] ⟨0, rfl⟩
    simp only [word, List.map_cons, List.map_nil, List.prod_cons, List.prod_nil, mul_one] at f o
    rw [f, o, mul_zero]
  have e : (a i + b i) * (a j + b j) = a i * a j + b i * b j + a i * b j - a j * b i := by
    rw [h.anticomm j i]
    noncomm_ring
  rw [e]
  simp only [map_add, map_sub, f11]
  ring
```

## Sixteen terms of the four-point function

The product of four sums has sixteen terms. In each, move all $a$'s to the left of all $b$'s without changing the order within either family; every exchange of an $a$ with a $b$ costs a factor $-1$. The terms with two $a$'s become

$$\begin{aligned}
a_ia_jb_kb_l&=a_ia_j\,b_kb_l, & a_ib_ja_kb_l&=-a_ia_k\,b_jb_l,\\
a_ib_jb_ka_l&=a_ia_l\,b_jb_k, & b_ia_ja_kb_l&=a_ja_k\,b_ib_l,\\
b_ia_jb_ka_l&=-a_ja_l\,b_ib_k, & b_ib_ja_ka_l&=a_ka_l\,b_ib_j.
\end{aligned}$$

On these six, $\omega$ factorizes into two-point functions. The four terms with three $a$'s contain a single $b$, and the four terms with one $a$ contain three $b$'s. After reordering, all eight have a factor $\omega(y)$ with $y$ odd, so they vanish. The two pure terms remain as they are:

$$\begin{aligned}
\omega\big((a_i+b_i)(a_j+b_j)(a_k+b_k)(a_l+b_l)\big)={}&\omega(a_ia_ja_ka_l)+\omega(b_ib_jb_kb_l)\\
&+\omega(a_ia_j)\,\omega(b_kb_l)-\omega(a_ia_k)\,\omega(b_jb_l)\\
&+\omega(a_ia_l)\,\omega(b_jb_k)+\omega(a_ja_k)\,\omega(b_ib_l)\\
&-\omega(a_ja_l)\,\omega(b_ib_k)+\omega(a_ka_l)\,\omega(b_ib_j).
\end{aligned}$$

The facts `f22`, `f31` and `f13` evaluate the three kinds of mixed word. The exchange rule is `s`, and `s'` is the same rule with further factors to the right. The identity `e` lists all sixteen reordered terms: `simp` carries out the exchanges and `abel` matches the resulting sums.

```lean
/-- The four-point function of a sum of independent anticommuting families consists of the two
pure four-point functions and six signed products of two-point functions. -/
theorem four_point_add {ω : R →ₗ[K] K} {a b : Fin 4 → R}
    (h : FermiIndependent ω a b) (i j k l : Fin 4) :
    ω ((a i + b i) * (a j + b j) * (a k + b k) * (a l + b l)) =
      ω (a i * a j * a k * a l) + ω (b i * b j * b k * b l)
      + ω (a i * a j) * ω (b k * b l) - ω (a i * a k) * ω (b j * b l)
      + ω (a i * a l) * ω (b j * b k) + ω (a j * a k) * ω (b i * b l)
      - ω (a j * a l) * ω (b i * b k) + ω (a k * a l) * ω (b i * b j) := by
  have f22 : ∀ i j k l, ω (a i * a j * (b k * b l)) = ω (a i * a j) * ω (b k * b l) := by
    intro i j k l
    have f := h.factor [i, j] [k, l]
    simp only [word, List.map_cons, List.map_nil, List.prod_cons, List.prod_nil, mul_one] at f
    exact f
  have f31 : ∀ i j k l, ω (a i * (a j * a k) * b l) = 0 := by
    intro i j k l
    have f := h.factor [i, j, k] [l]
    have o := h.odd [l] ⟨0, rfl⟩
    simp only [word, List.map_cons, List.map_nil, List.prod_cons, List.prod_nil, mul_one] at f o
    rw [f, o, mul_zero]
  have f13 : ∀ i j k l, ω (a i * (b j * (b k * b l))) = 0 := by
    intro i j k l
    have f := h.factor [i] [j, k, l]
    have o := h.odd [j, k, l] ⟨1, rfl⟩
    simp only [word, List.map_cons, List.map_nil, List.prod_cons, List.prod_nil, mul_one] at f o
    rw [f, o, mul_zero]
  have s : ∀ i j, b j * a i = -(a i * b j) := by
    intro i j
    rw [h.anticomm, neg_neg]
  have s' : ∀ i j x, b j * (a i * x) = -(a i * (b j * x)) := by
    intro i j x
    rw [← mul_assoc, s, neg_mul, mul_assoc]
  -- move every `a` to the left of every `b`
  have e : (a i + b i) * (a j + b j) * (a k + b k) * (a l + b l) =
      a i * a j * a k * a l + b i * b j * b k * b l
      + a i * a j * (b k * b l) - a i * a k * (b j * b l) + a i * a l * (b j * b k)
      + a j * a k * (b i * b l) - a j * a l * (b i * b k) + a k * a l * (b i * b j)
      + a i * (a j * a k) * b l - a i * (a j * a l) * b k
      + a i * (a k * a l) * b j - a j * (a k * a l) * b i
      + a i * (b j * (b k * b l)) - a j * (b i * (b k * b l))
      + a k * (b i * (b j * b l)) - a l * (b i * (b j * b k)) := by
    simp only [add_mul, mul_add, mul_assoc, s, s', mul_neg, neg_mul, neg_neg]
    abel
  rw [e]
  simp only [map_add, map_sub, f22, f31, f13]
  ring
```

## The mixed products cancel

Write $G_{ij}=\omega(a_ia_j)$ and $H_{ij}=\omega(b_ib_j)$. By the two-point rule, the pairings of $a+b$ are

$$(G_{01}+H_{01})(G_{23}+H_{23})-(G_{02}+H_{02})(G_{13}+H_{13})+(G_{03}+H_{03})(G_{12}+H_{12}).$$

Their mixed part is

$$G_{01}H_{23}+G_{23}H_{01}-G_{02}H_{13}-G_{13}H_{02}+G_{03}H_{12}+G_{12}H_{03}.$$

These are exactly the six mixed products in the four-point function at $(i,j,k,l)=(0,1,2,3)$. The cumulant subtracts them, and what is left is $\kappa(a)+\kappa(b)$. Lean substitutes the two preceding theorems and leaves the cancellation to `ring`.

```lean
/-- The fourth cumulant is additive over independent anticommuting families of fields. -/
theorem fourthCumulant_add {ω : R →ₗ[K] K} {a b : Fin 4 → R}
    (h : FermiIndependent ω a b) :
    fourthCumulant ω (a + b) = fourthCumulant ω a + fourthCumulant ω b := by
  simp only [fourthCumulant, Pi.add_apply, four_point_add h, two_point_add h]
  ring
```

In particular, if both families satisfy the four-point Wick formula, so does their sum.

## Many families

Let $A_0,\dots,A_n$ be families such that, for each $k<n$, the accumulated sum $A_0+\dots+A_k$ and the next family $A_{k+1}$ are independent in the above sense. Adding one family at a time gives

$$\kappa\Big(\sum_{k=0}^{n}A_k\Big)=\sum_{k=0}^{n}\kappa(A_k).$$

For $n=0$ there is one family and no condition. Independence from the accumulated sum is assumed here, not derived from conditions on the individual families. In Lean, `Finset.range (n + 1)` is the index set $0,\dots,n$, and the induction step applies the two-family theorem to the last summand.

```lean
/-- If each new family is independent of the sum of the preceding ones, the fourth cumulant of
the total field is the sum of the individual fourth cumulants. -/
theorem fourthCumulant_sum {ω : R →ₗ[K] K} (A : ℕ → Fin 4 → R) (n : ℕ)
    (h : ∀ k < n, FermiIndependent ω (∑ j ∈ Finset.range (k + 1), A j) (A (k + 1))) :
    fourthCumulant ω (∑ k ∈ Finset.range (n + 1), A k) =
      ∑ k ∈ Finset.range (n + 1), fourthCumulant ω (A k) := by
  induction n with
  | zero => simp
  | succ n ih =>
    rw [Finset.sum_range_succ A, fourthCumulant_add (h n (by omega)),
      ih (fun k hk => h k (by omega)),
      Finset.sum_range_succ (fun k => fourthCumulant ω (A k)) (n + 1)]
```

If every field is multiplied by a scalar $c$, the four-point function gains $c^4$ and each pairing gains $c^2\cdot c^2$, so $\kappa(cX)=c^4\kappa(X)$.

```lean
/-- Rescaling all fields by `c` multiplies the fourth cumulant by `c ^ 4`. -/
theorem fourthCumulant_smul (ω : R →ₗ[K] K) (c : K) (X : Fin 4 → R) :
    fourthCumulant ω (c • X) = c ^ 4 * fourthCumulant ω X := by
  simp only [fourthCumulant, Pi.smul_apply, smul_mul_assoc, mul_smul_comm, map_smul, smul_eq_mul]
  ring
```

Now let the scalars form a field, let all $n+1$ families have the same cumulant $q$, and choose $c$ with $c^2(n+1)=1$; over the real numbers, $c=1/\sqrt{n+1}$ will do. Then

$$\kappa\Big(c\sum_{k=0}^{n}A_k\Big)=c^4(n+1)\,q=\frac{\big(c^2(n+1)\big)^2}{n+1}\,q=\frac{q}{n+1}.$$

This is the scaling familiar from the central limit theorem, for the fourth cumulant alone and at finite $n$; no limiting state is constructed. In the proof, `hn` obtains $n+1\neq0$ from the condition on $c$, `hs` adds the equal cumulants, and the last line uses $c^2(n+1)=1$ to finish the algebra.

```lean
/-- For `n + 1` successively independent families with equal fourth cumulant `q`, the sum
rescaled by `c` with `c ^ 2 * (n + 1) = 1` has fourth cumulant `q / (n + 1)`. -/
theorem fourthCumulant_rescaled_sum {F : Type*} [Field F] [Algebra F R] {ω : R →ₗ[F] F}
    (A : ℕ → Fin 4 → R) (n : ℕ) (c q : F)
    (h : ∀ k < n, FermiIndependent ω (∑ j ∈ Finset.range (k + 1), A j) (A (k + 1)))
    (hq : ∀ k ≤ n, fourthCumulant ω (A k) = q) (hc : c ^ 2 * ((n : F) + 1) = 1) :
    fourthCumulant ω (c • ∑ k ∈ Finset.range (n + 1), A k) = q / ((n : F) + 1) := by
  have hn : (n : F) + 1 ≠ 0 := by
    intro h0
    rw [h0, mul_zero] at hc
    exact zero_ne_one hc
  have hs : ∑ k ∈ Finset.range (n + 1), fourthCumulant ω (A k) = ((n : F) + 1) * q := by
    rw [Finset.sum_congr rfl (fun k hk => hq k (by have := Finset.mem_range.mp hk; omega)),
      Finset.sum_const, Finset.card_range, nsmul_eq_mul]
    push_cast
    ring
  rw [fourthCumulant_smul, fourthCumulant_sum A n h, hs, eq_div_iff hn]
  linear_combination q * (c ^ 2 * ((n : F) + 1) + 1) * hc
```

## A pair of matrices with nonzero cumulant

A small example shows that the independence conditions can be met with $\kappa(a)\neq0$. Take four basis states. The matrix $F$ exchanges the first two and annihilates the others.

```lean
/-- A matrix exchanging the first two of four basis states and annihilating the other two. -/
def flip : Matrix (Fin 4) (Fin 4) ℚ := !![0, 1, 0, 0; 1, 0, 0, 0; 0, 0, 0, 0; 0, 0, 0, 0]
```

The matrix $S$ is diagonal with entries $1,-1,1,-1$.

```lean
/-- The diagonal matrix of alternating signs on four basis states. -/
def signs : Matrix (Fin 4) (Fin 4) ℚ := !![1, 0, 0, 0; 0, -1, 0, 0; 0, 0, 1, 0; 0, 0, 0, -1]
```

The functional is the normalized trace $\tau(M)=\tfrac14\operatorname{tr}M$, the expectation value in the maximally mixed state.

```lean
/-- The normalized trace on four-by-four matrices. -/
def normTrace : Matrix (Fin 4) (Fin 4) ℚ →ₗ[ℚ] ℚ :=
  (1 / 4 : ℚ) • Matrix.traceLinearMap (Fin 4) ℚ ℚ
```

Let all four components of $a$ equal $F$ and all four components of $b$ equal $S$. On the first two states $F$ and $S$ act as the Pauli matrices $\sigma_x$ and $\sigma_z$, and on the other two $F$ is zero, so $FS=-SF$. Since $F^3=F$ and $S^2=1$, every word is one of $1,F,F^2$ or one of $1,S$. The traces are

$$\tau(1)=1,\qquad \tau(F^2)=\tfrac12,\qquad \tau(F)=\tau(S)=\tau(FS)=\tau(F^2S)=0,$$

which gives the factorization and the vanishing of odd words in $S$. With $F^4=F^2$,

$$\kappa(a)=\tfrac12-\tfrac14+\tfrac14-\tfrac14=\tfrac14.$$

Wick's formula would give $\tfrac14$ for the four-point function, whose actual value is $\tfrac12$. The proof follows the same reduction: `hw` turns words into powers, `hp` and `hs` list the possible powers, and the facts from `t1` to `tPPQ` supply the traces.

```lean
/-- The constant families `flip` and `signs` are independent in the normalized trace, and the
first has fourth cumulant `1 / 4`. -/
theorem fermiIndependent_witness :
    FermiIndependent normTrace (fun _ => flip) (fun _ => signs) ∧
      fourthCumulant normTrace (fun _ => flip) = 1 / 4 := by
  have tr : ∀ M, normTrace M = (M 0 0 + M 1 1 + M 2 2 + M 3 3) / 4 := by
    intro M
    simp only [normTrace, LinearMap.smul_apply, Matrix.traceLinearMap_apply, Matrix.trace,
      Matrix.diag_apply, Fin.sum_univ_four, smul_eq_mul]
    ring
  have hw : ∀ (X : Matrix (Fin 4) (Fin 4) ℚ) l, word (fun _ => X) l = X ^ l.length := by
    intro X l
    induction l with
    | nil => simp [word]
    | cons i l ih =>
      have e : word (fun _ => X) (i :: l) = X * word (fun _ => X) l := by simp [word]
      rw [e, ih, List.length_cons, pow_succ']
  have p3 : flip * flip * flip = flip := by
    ext i j
    fin_cases i <;> fin_cases j <;> simp [flip, Matrix.mul_apply, Fin.sum_univ_four]
  have q2 : signs * signs = 1 := by
    ext i j
    fin_cases i <;> fin_cases j <;> simp [signs, Matrix.mul_apply, Fin.sum_univ_four]
  -- only finitely many different words occur
  have hp : ∀ k : ℕ, flip ^ k = 1 ∨ flip ^ k = flip ∨ flip ^ k = flip * flip := by
    intro k
    induction k with
    | zero => left; exact pow_zero _
    | succ k ih =>
      rcases ih with h | h | h
      · right; left; rw [pow_succ, h, one_mul]
      · right; right; rw [pow_succ, h]
      · right; left; rw [pow_succ, h, p3]
  have hs : ∀ k : ℕ, signs ^ k = 1 ∨ signs ^ k = signs := by
    intro k
    induction k with
    | zero => left; exact pow_zero _
    | succ k ih =>
      rcases ih with h | h
      · right; rw [pow_succ, h, one_mul]
      · left; rw [pow_succ, h, q2]
  have t1 : normTrace 1 = 1 := by
    rw [tr]
    norm_num [Matrix.one_apply]
  have tP : normTrace flip = 0 := by
    rw [tr]
    simp [flip]
  have tQ : normTrace signs = 0 := by
    rw [tr]
    simp [signs]
  have tPP : normTrace (flip * flip) = 1 / 2 := by
    rw [tr]
    simp [flip, Matrix.mul_apply, Fin.sum_univ_four]
    norm_num
  have tPQ : normTrace (flip * signs) = 0 := by
    rw [tr]
    simp [flip, signs, Matrix.mul_apply, Fin.sum_univ_four]
  have tPPQ : normTrace (flip * flip * signs) = 0 := by
    rw [tr]
    simp [flip, signs, Matrix.mul_apply, Fin.sum_univ_four]
  refine ⟨⟨?_, ?_, ?_⟩, ?_⟩
  · intro _ _
    ext i j
    fin_cases i <;> fin_cases j <;> simp [flip, signs, Matrix.mul_apply, Fin.sum_univ_four]
  · intro l m
    rw [hw, hw]
    rcases hp l.length with h | h | h <;> rcases hs m.length with g | g <;> rw [h, g] <;>
      simp [t1, tP, tQ, tPP, tPQ, tPPQ]
  · rintro m ⟨k, hk⟩
    rw [hw, hk, pow_succ, pow_mul, pow_two, q2, one_pow, one_mul, tQ]
  · simp only [fourthCumulant, p3, tPP]
    norm_num

end

end FermionicFourthCumulant
```

```lean
#print axioms FermionicFourthCumulant.fourthCumulant_eq_zero_iff
#print axioms FermionicFourthCumulant.fourthCumulant_add
#print axioms FermionicFourthCumulant.fourthCumulant_rescaled_sum
```

```
'FermionicFourthCumulant.fourthCumulant_eq_zero_iff' depends on axioms: [propext, Quot.sound]
'FermionicFourthCumulant.fourthCumulant_add' depends on axioms: [propext, Classical.choice, Quot.sound]
'FermionicFourthCumulant.fourthCumulant_rescaled_sum' depends on axioms: [propext, Classical.choice, Quot.sound]
```
